# Kramers' recursion for radial Coulomb solutions with vanishing boundary terms

To obtain ⟨r²⟩ for a hydrogen-like orbital whose norm and ⟨r⟩ are already known, one can solve a single linear equation instead of computing another integral. The same equation tests a numerical radial solver: the computed moments should satisfy it up to the errors of discretisation, of quadrature and of cutting off the radial domain. Both uses are confined to one non-relativistic electron in a pure Coulomb potential, and both need a radial function that behaves well enough at the origin and at infinity.

In atomic units, let u(r) be r times the radial wavefunction, Z the nuclear charge, L the angular momentum quantum number and E the energy. On r > 0,

−u''/2 + L(L+1)u/(2r²) − Zu/r = Eu.

Write M_k = ∫ r^k u² dr over r > 0. For an integer s, suppose that r^(s+1)u'², r^(s+1)u² and r^(s−1)u² vanish at both ends of the half-line and that M_s, M_(s−1) and M_(s−2) are finite. Then

−2E(s+1)M_s − (2s+1)Z M_(s−1) + (s/4)((2L+1)² − s²)M_(s−2) = 0.

## A boundary function whose derivative contains only u²

Solve the radial equation for the second derivative:

u'' = (L(L+1)/r² − 2Z/r − 2E)u.

Multiplying this by 2r^(s+1)u' − (s+1)r^s u and collecting total derivatives leads to the function

G = r^(s+1)u'² − (s+1)r^s uu' + c r^(s−1)u² + 2Z r^s u² + 2E r^(s+1)u²,

with c = s(s+1)/2 − L(L+1). Its derivative, before the equation is used, is

G' = (s+1)r^s u'² + 2r^(s+1)u'u''
 − (s+1)[s r^(s−1)uu' + r^s u'² + r^s uu'']
 + c[(s−1)r^(s−2)u² + 2r^(s−1)uu']
 + 2Z[s r^(s−1)u² + 2r^s uu']
 + 2E[(s+1)r^s u² + 2r^(s+1)uu'].

The u'² terms cancel. After u'' is substituted, the coefficients of uu' are

- at r^(s−1): 2L(L+1) − s(s+1) + 2c = 0,
- at r^s: −4Z + 4Z = 0,
- at r^(s+1): −4E + 4E = 0.

Only u² terms remain. Their coefficients are

- at r^s: 2E(s+1) + 2E(s+1) = 4E(s+1),
- at r^(s−1): 2Z(s+1) + 2Zs = 2(2s+1)Z,
- at r^(s−2): −(s+1)L(L+1) + c(s−1) = s(s²−1)/2 − 2sL(L+1) = −(s/2)((2L+1)² − s²).

It remains to see that G vanishes at both ends. Three of its terms do so by assumption. For the other two, expanding r^(s−1)(ru' ± u)² ≥ 0 gives

|r^s uu'| ≤ (r^(s+1)u'² + r^(s−1)u²)/2,

and replacing ru' by ru gives the corresponding bound on r^s u². Integrating G' over the half-line therefore yields

0 = 4E(s+1)M_s + 2(2s+1)Z M_(s−1) − (s/2)((2L+1)² − s²)M_(s−2),

and multiplication by −1/2 gives the recursion.

## The mean radius from two orders

For s = 0 and s = 1 the recursion reads

−2E M_0 − Z M_(−1) = 0,
−4E M_1 − 3Z M_0 + L(L+1)M_(−1) = 0.

Now let 2n²E = −Z² with Z ≠ 0; this condition stands for the hydrogenic level formula E = −Z²/(2n²). Multiplying the first relation by n² and dividing by Z gives n²M_(−1) = Z M_0. Multiplying the second by n² and inserting this gives

2Z² M_1 − 3n²Z M_0 + L(L+1)Z M_0 = 0,

hence 2Z M_1 = (3n² − L(L+1))M_0. For a nonzero state, division by 2Z M_0 gives the normalised value ⟨r⟩ = (3n² − L(L+1))/(2Z).

## The equation, moments and end conditions in Lean

```lean
import Mathlib

open Filter Topology Set MeasureTheory

noncomputable section

namespace KramersRecursion
```

The filter `ends` joins the approach to zero through positive radii with the approach to infinity. A limit along it is a limit at both ends.

```lean
/-- The two ends of the radial half-line: `r → 0` from the right, and `r → ∞`. -/
def ends : Filter ℝ := 𝓝[>] 0 ⊔ atTop
```

The exponent of a moment is an integer, so inverse powers of r are included. The integral is not divided by the norm.

```lean
/-- The radial moment `M_k = ∫ r^k u²` over `r > 0`, for integer `k`. -/
def moment (u : ℝ → ℝ) (k : ℤ) : ℝ := ∫ r in Ioi (0 : ℝ), r ^ k * u r ^ 2
```

In the next definition `u'` and `u''` are names of separate functions, which `HasDerivAt` makes the first and second derivatives of `u` at every positive radius. The function `u` is real-valued, and `Z`, `L` and `E` are arbitrary real numbers: neither an integer L nor a quantised energy is imposed.

```lean
/-- On `r > 0`, `u` has derivatives `u'` and `u''` and solves the radial Schrödinger equation
with charge `Z`, angular parameter `L` and energy `E`, in atomic units. -/
def IsRadialSolution (Z L E : ℝ) (u u' u'' : ℝ → ℝ) : Prop :=
  ∀ r : ℝ, 0 < r → HasDerivAt u (u' r) r ∧ HasDerivAt u' (u'' r) r ∧
    -u'' r / 2 + L * (L + 1) * u r / (2 * r ^ 2) - Z * u r / r = E * u r
```

`IsRegular` collects the three vanishing boundary terms and the three finite moments. These are assumptions about the solution, not consequences drawn from the equation. They stand for the behaviour of a bound state, which starts as r^(L+1) at the origin and decays exponentially; for L ≥ 0 such behaviour supports the orders s > −(2L+1). All six conditions are required at every order, including s = 0, where M_(−2) has coefficient zero.

```lean
/-- The boundary terms of order `s` vanish at both ends and the moments of order
`s`, `s - 1`, `s - 2` are finite. -/
structure IsRegular (s : ℤ) (u u' : ℝ → ℝ) : Prop where
  kinetic : Tendsto (fun r => r ^ (s + 1) * u' r ^ 2) ends (𝓝 0)
  outer : Tendsto (fun r => r ^ (s + 1) * u r ^ 2) ends (𝓝 0)
  inner : Tendsto (fun r => r ^ (s - 1) * u r ^ 2) ends (𝓝 0)
  int0 : IntegrableOn (fun r => r ^ s * u r ^ 2) (Ioi 0)
  int1 : IntegrableOn (fun r => r ^ (s - 1) * u r ^ 2) (Ioi 0)
  int2 : IntegrableOn (fun r => r ^ (s - 2) * u r ^ 2) (Ioi 0)
```

`flux` is the function G above.

```lean
/-- The boundary function of order `s`, quadratic in `u` and `u'`, for `r > 0`. -/
def flux (Z L E : ℝ) (s : ℤ) (u u' : ℝ → ℝ) : ℝ → ℝ := fun r =>
  r ^ (s + 1) * u' r ^ 2 - ((s : ℝ) + 1) * (r ^ s * (u r * u' r))
    + ((s : ℝ) * (s + 1) / 2 - L * (L + 1)) * (r ^ (s - 1) * u r ^ 2)
    + 2 * Z * (r ^ s * u r ^ 2) + 2 * E * (r ^ (s + 1) * u r ^ 2)
```

## Differentiating the boundary function

The lemma `hasDerivAt_flux` states the formula for G'. In its proof, `hw` is the radial equation solved for u'' and multiplied by r², and `key` applies the product rule to the five terms of G. All powers are then written through r^(s−2), abbreviated `P`. The last `linear_combination` uses `hw` with the factor 2Pru' − (s+1)Pu, which is the multiplier from the derivation divided by r². The cancellations listed there are then polynomial algebra.

```lean
/-- For a radial solution, the derivative of the boundary function is a combination of
three powers of `r` times the density `u²`. -/
theorem hasDerivAt_flux {Z L E : ℝ} {u u' u'' : ℝ → ℝ} (h : IsRadialSolution Z L E u u' u'')
    (s : ℤ) {r : ℝ} (hr : 0 < r) :
    HasDerivAt (flux Z L E s u u')
      (4 * E * (s + 1) * (r ^ s * u r ^ 2) + 2 * (2 * s + 1) * Z * (r ^ (s - 1) * u r ^ 2)
        + -(s / 2 * ((2 * L + 1) ^ 2 - s ^ 2)) * (r ^ (s - 2) * u r ^ 2)) r := by
  obtain ⟨hu, hv, heq⟩ := h r hr
  -- the differential equation, cleared of denominators
  have hw : u'' r * r ^ 2 = (L * (L + 1) - 2 * Z * r - 2 * E * r ^ 2) * u r := by
    have h0 : u'' r = (L * (L + 1) / r ^ 2 - 2 * (Z / r) - 2 * E) * u r := by
      linear_combination (-2) * heq
    have h1 : L * (L + 1) / r ^ 2 * r ^ 2 = L * (L + 1) := by field_simp
    have h2 : Z / r * r = Z := by field_simp
    linear_combination r ^ 2 * h0 + u r * h1 - 2 * r * u r * h2
  have d1 : HasDerivAt (fun x : ℝ => x ^ (s + 1)) (((s : ℝ) + 1) * r ^ s) r := by
    have k := hasDerivAt_zpow (s + 1) r (Or.inl hr.ne')
    rw [show s + 1 - 1 = s by ring] at k
    push_cast at k
    exact k
  have d0 : HasDerivAt (fun x : ℝ => x ^ s) ((s : ℝ) * r ^ (s - 1)) r :=
    hasDerivAt_zpow s r (Or.inl hr.ne')
  have dm : HasDerivAt (fun x : ℝ => x ^ (s - 1)) (((s : ℝ) - 1) * r ^ (s - 2)) r := by
    have k := hasDerivAt_zpow (s - 1) r (Or.inl hr.ne')
    rw [show s - 1 - 1 = s - 2 by ring] at k
    push_cast at k
    exact k
  have hu2 : HasDerivAt (fun x => u x ^ 2) (2 * u r * u' r) r :=
    (hu.fun_pow 2).congr_deriv (by norm_num)
  have hv2 : HasDerivAt (fun x => u' x ^ 2) (2 * u' r * u'' r) r :=
    (hv.fun_pow 2).congr_deriv (by norm_num)
  have key := ((((d1.fun_mul hv2).fun_sub
    ((d0.fun_mul (hu.fun_mul hv)).const_mul ((s : ℝ) + 1))).fun_add
    ((dm.fun_mul hu2).const_mul ((s : ℝ) * (s + 1) / 2 - L * (L + 1)))).fun_add
    ((d0.fun_mul hu2).const_mul (2 * Z))).fun_add ((d1.fun_mul hu2).const_mul (2 * E))
  refine key.congr_deriv ?_
  -- express every power through the lowest one
  have e1 : r ^ (s - 1) = r ^ (s - 2) * r := by
    rw [← zpow_add_one₀ hr.ne']
    congr 1
    ring
  have e0 : r ^ s = r ^ (s - 2) * r * r := by
    rw [← e1, ← zpow_add_one₀ hr.ne', sub_add_cancel]
  have ep : r ^ (s + 1) = r ^ (s - 2) * r * r * r := by
    rw [zpow_add_one₀ hr.ne', e0]
  rw [ep, e0, e1]
  generalize r ^ (s - 2) = P
  linear_combination (2 * P * r * u' r - (s + 1) * P * u r) * hw
```

## Control of the mixed terms at both ends

The bounds on mixed terms need positive radii, which `ends_pos` supplies.

```lean
/-- Both ends of the half-line are approached through positive radii. -/
theorem ends_pos : ∀ᶠ r in ends, 0 < r :=
  eventually_sup.2 ⟨self_mem_nhdsWithin, eventually_gt_atTop 0⟩
```

`tendsto_cross` treats two functions f and g. The squares `a1` and `a2` bound r^s g f from above and below, and a squeeze argument gives the limit. The proof uses the sum of the two boundary terms as the bound, without the factor 1/2, which is enough.

```lean
/-- If `r^(s+1) f²` and `r^(s-1) g²` vanish at both ends, so does the mixed term `r^s g f`. -/
theorem tendsto_cross {s : ℤ} {f g : ℝ → ℝ}
    (hf : Tendsto (fun r => r ^ (s + 1) * f r ^ 2) ends (𝓝 0))
    (hg : Tendsto (fun r => r ^ (s - 1) * g r ^ 2) ends (𝓝 0)) :
    Tendsto (fun r => r ^ s * (g r * f r)) ends (𝓝 0) := by
  have hsum := hf.add hg
  rw [add_zero] at hsum
  refine squeeze_zero_norm' (ends_pos.mono fun r hr => ?_) hsum
  have e0 : r ^ s = r ^ (s - 1) * r := by rw [← zpow_add_one₀ hr.ne', sub_add_cancel]
  have ep : r ^ (s + 1) = r ^ (s - 1) * r * r := by rw [zpow_add_one₀ hr.ne', e0]
  have hQ : 0 < r ^ (s - 1) := zpow_pos hr _
  rw [ep, e0, Real.norm_eq_abs, abs_le]
  have a1 := mul_nonneg hQ.le (sq_nonneg (r * f r - g r))
  have a2 := mul_nonneg hQ.le (sq_nonneg (r * f r + g r))
  constructor <;> nlinarith [a1, a2]
```

## Integration over the half-line

In the main theorem, `hG` shows that G vanishes at both ends. It applies `tendsto_cross` once with f = u' and g = u, and once with f = g = u.

The version of the fundamental theorem of calculus used here asks for continuity from the right at r = 0, while the hypotheses give only a limit there. `Function.update` therefore assigns G the value 0 at that point, which leaves the derivative at positive radii unchanged. The integral of G' is then zero, the finite moments allow it to be split into three, and the final line multiplies by −1/2.

```lean
/-- **Kramers recursion** for a radial Coulomb solution that is regular of order `s` in the sense of
`IsRegular`: a linear relation between the moments of order `s`, `s - 1` and `s - 2`. -/
theorem kramers_recursion {Z L E : ℝ} {u u' u'' : ℝ → ℝ} {s : ℤ}
    (h : IsRadialSolution Z L E u u' u'') (hs : IsRegular s u u') :
    -2 * E * (s + 1) * moment u s - (2 * s + 1) * Z * moment u (s - 1)
      + s / 4 * ((2 * L + 1) ^ 2 - s ^ 2) * moment u (s - 2) = 0 := by
  -- the boundary function vanishes at both ends
  have hG : Tendsto (flux Z L E s u u') ends (𝓝 0) := by
    have hm : Tendsto (fun r => r ^ s * u r ^ 2) ends (𝓝 0) :=
      (tendsto_cross hs.outer hs.inner).congr fun r => by rw [sq]
    have key := (((hs.kinetic.sub
      ((tendsto_cross hs.kinetic hs.inner).const_mul ((s : ℝ) + 1))).add
      (hs.inner.const_mul ((s : ℝ) * (s + 1) / 2 - L * (L + 1)))).add
      (hm.const_mul (2 * Z))).add (hs.outer.const_mul (2 * E))
    simp only [mul_zero, sub_zero, add_zero] at key
    exact key
  have hcont : ContinuousWithinAt (Function.update (flux Z L E s u u') 0 0) (Ici 0) 0 := by
    have hset : Ici (0 : ℝ) \ {0} = Ioi 0 := by
      ext x
      exact ⟨fun h => lt_of_le_of_ne h.1 (fun e => h.2 e.symm),
        fun (h : 0 < x) => ⟨h.le, h.ne'⟩⟩
    rw [continuousWithinAt_update_same, hset]
    exact hG.mono_left le_sup_left
  have i0 := hs.int0.const_mul (4 * E * ((s : ℝ) + 1))
  have i1 := hs.int1.const_mul (2 * (2 * (s : ℝ) + 1) * Z)
  have i2 := hs.int2.const_mul (-((s : ℝ) / 2 * ((2 * L + 1) ^ 2 - (s : ℝ) ^ 2)))
  have i01 : IntegrableOn (fun r => 4 * E * ((s : ℝ) + 1) * (r ^ s * u r ^ 2)
      + 2 * (2 * (s : ℝ) + 1) * Z * (r ^ (s - 1) * u r ^ 2)) (Ioi 0) := i0.add i1
  -- integrate the derivative over the half-line
  have key := integral_Ioi_of_hasDerivAt_of_tendsto hcont
    (fun r (hr : 0 < r) => (hasDerivAt_flux h s hr).congr_of_eventuallyEq
      ((eventually_ne_nhds hr.ne').mono fun x hx => Function.update_of_ne hx _ _))
    (i01.add i2)
    ((hG.mono_left le_sup_right).congr' ((eventually_gt_atTop 0).mono
      fun x hx => (Function.update_of_ne hx.ne' _ _).symm))
  rw [integral_add i01 i2, integral_add i0 i1, integral_const_mul, integral_const_mul,
    integral_const_mul, Function.update_self] at key
  unfold moment
  linear_combination (-1 / 2) * key
```

## The mean-radius formula and a 2p function

`mean_radius` assumes regularity at orders 0 and 1 together with the energy condition, where `n` may be any real number. The step `hm` is n²M_(−1) = Z M_0, and the closing `linear_combination` inserts it into the relation of order 1. Each use of `mul_left_cancel₀` is a division by Z.

```lean
/-- Unnormalised mean-radius formula for a radial solution that is regular of orders 0 and 1, with
`Z ≠ 0` and `2 n² E = -Z²`: `2 Z M_1 = (3 n² - L(L+1)) M_0`. -/
theorem mean_radius {Z L E n : ℝ} {u u' u'' : ℝ → ℝ}
    (h : IsRadialSolution Z L E u u' u'') (r0 : IsRegular 0 u u') (r1 : IsRegular 1 u u')
    (hZ : Z ≠ 0) (hE : 2 * n ^ 2 * E = -Z ^ 2) :
    2 * Z * moment u 1 = (3 * n ^ 2 - L * (L + 1)) * moment u 0 := by
  have h0 := kramers_recursion h r0
  have h1 := kramers_recursion h r1
  simp only [Int.cast_zero, show (0 : ℤ) - 1 = -1 by norm_num] at h0
  simp only [Int.cast_one, show (1 : ℤ) - 1 = 0 by norm_num,
    show (1 : ℤ) - 2 = -1 by norm_num] at h1
  -- the inverse-radius moment is eliminated between the two relations
  have hm : n ^ 2 * moment u (-1) = Z * moment u 0 :=
    mul_left_cancel₀ hZ (by linear_combination (-n ^ 2) * h0 - moment u 0 * hE)
  refine mul_left_cancel₀ hZ ?_
  linear_combination n ^ 2 * h1 + 2 * moment u 1 * hE - L * (L + 1) * hm
```

The last theorem exhibits a function that meets the hypotheses: the unnormalised hydrogen 2p function u = r² exp(−r/2), with Z = L = 1 and E = −1/8. It is regular at every natural order, zero included. The proof checks the two derivatives and the equation directly, then reduces each boundary term to powers of r times exp(−r), and each moment to a Gamma integral. Here M_0 = 24 and M_1 = 120, so the normalised function is u/√24 and ⟨r⟩ = 5, in agreement with the mean-radius formula at n = 2.

```lean
/-- The function `r² exp(-r/2)` with its first two derivatives solves the radial equation for
`Z = 1`, `L = 1`, `E = -1/8`, and is regular of every natural order `s`. -/
theorem kramers_witness (s : ℕ) :
    IsRadialSolution 1 1 (-1 / 8) (fun r => r ^ 2 * Real.exp (-r / 2))
      (fun r => (2 * r - r ^ 2 / 2) * Real.exp (-r / 2))
      (fun r => (2 - 2 * r + r ^ 2 / 4) * Real.exp (-r / 2)) ∧
    IsRegular s (fun r => r ^ 2 * Real.exp (-r / 2))
      (fun r => (2 * r - r ^ 2 / 2) * Real.exp (-r / 2)) := by
  have hexp : ∀ r : ℝ, Real.exp (-r / 2) ^ 2 = Real.exp (-r) := fun r => by
    rw [sq, ← Real.exp_add, add_halves]
  have T : ∀ n : ℕ, Tendsto (fun r : ℝ => r ^ (n + 1) * Real.exp (-r)) ends (𝓝 0) := fun n => by
    have hc : Continuous fun r : ℝ => r ^ (n + 1) * Real.exp (-r) := by fun_prop
    exact Tendsto.sup ((hc.tendsto' 0 0 (by simp)).mono_left nhdsWithin_le_nhds)
      (Real.tendsto_pow_mul_exp_neg_atTop_nhds_zero (n + 1))
  have I : ∀ n : ℕ, IntegrableOn (fun r : ℝ => r ^ n * Real.exp (-r)) (Ioi 0) := fun n => by
    have k := Real.GammaIntegral_convergent (s := (n : ℝ) + 1) (by positivity)
    refine k.congr_fun (fun r _ => ?_) measurableSet_Ioi
    simp only [add_sub_cancel_right, Real.rpow_natCast]
    ring
  -- each weighted density is a natural power times an exponential
  have D : ∀ (k : ℤ) (m : ℕ), k + 4 = m → ∀ r : ℝ, 0 < r →
      r ^ m * Real.exp (-r) = r ^ k * (r ^ 2 * Real.exp (-r / 2)) ^ 2 := fun k m hk r hr => by
    have e : r ^ m = r ^ k * r ^ 4 := by
      rw [← zpow_natCast r m, ← hk, zpow_add₀ hr.ne', zpow_ofNat]
    rw [e, mul_pow, hexp]
    ring
  refine ⟨fun r hr => ⟨?_, ?_, ?_⟩, ⟨?_, ?_, ?_, ?_, ?_, ?_⟩⟩
  · have e := ((hasDerivAt_id' r).fun_neg.div_const 2).exp
    have p : HasDerivAt (fun x : ℝ => x ^ 2) (2 * r) r := by simpa using hasDerivAt_pow 2 r
    exact (p.fun_mul e).congr_deriv (by ring)
  · have e := ((hasDerivAt_id' r).fun_neg.div_const 2).exp
    have p : HasDerivAt (fun x : ℝ => x ^ 2) (2 * r) r := by simpa using hasDerivAt_pow 2 r
    exact ((((hasDerivAt_id' r).const_mul 2).fun_sub (p.div_const 2)).fun_mul e).congr_deriv
      (by ring)
  · field_simp
    ring
  · have k := (((T (s + 2)).const_mul 4).sub ((T (s + 3)).const_mul 2)).add
      ((T (s + 4)).const_mul (1 / 4))
    simp only [mul_zero, sub_zero, add_zero] at k
    refine k.congr fun r => ?_
    have e : r ^ ((s : ℤ) + 1) = r ^ (s + 1) := by exact_mod_cast zpow_natCast r (s + 1)
    rw [e, mul_pow, hexp]
    ring
  · exact (T (s + 4)).congr' (ends_pos.mono (D _ _ (by push_cast; ring)))
  · exact (T (s + 2)).congr' (ends_pos.mono (D _ _ (by push_cast; ring)))
  · exact (I (s + 4)).congr_fun (D _ _ (by push_cast; ring)) measurableSet_Ioi
  · exact (I (s + 3)).congr_fun (D _ _ (by push_cast; ring)) measurableSet_Ioi
  · exact (I (s + 2)).congr_fun (D _ _ (by push_cast; ring)) measurableSet_Ioi

end KramersRecursion
```

```lean
#print axioms KramersRecursion.kramers_recursion
-- 'KramersRecursion.kramers_recursion' depends on axioms: [propext, Classical.choice, Quot.sound]
#print axioms KramersRecursion.mean_radius
-- 'KramersRecursion.mean_radius' depends on axioms: [propext, Classical.choice, Quot.sound]
```
